# Spin-swap expectation in an unrestricted Slater determinant on a finite grid

Counting up and down electrons does not in general fix the total spin of an unrestricted determinant. Take one up and one down electron. In a shared spatial orbital they form a singlet, and swapping their spins has expectation $-1$. In orthogonal orbitals the expectation is $0$. Carrying the closed-shell value over to normalised orbitals that differ by more than a phase is therefore wrong. Let $P_{pq}$ swap the spins of electrons $p,q$, and let $\Psi$ be the determinant of $N_a$ up orbitals $u_i$ and $N_b$ down orbitals $d_j$ on a finite grid, orthonormal within each spin. Then

$$\Big\langle\Psi\Big|\sum_{\text{pairs}}P_{pq}\Big|\Psi\Big\rangle=\frac{N_a(N_a-1)}2+\frac{N_b(N_b-1)}2-\sum_{i,j}|\langle u_i|d_j\rangle|^2 .$$

With $N=N_a+N_b$ and $\hbar=1$, the identity $\hat S^2=N(4-N)/4+\sum_{\text{pairs}} P_{pq}$ for the squared total spin $\hat S^2$ turns this into $\langle\hat S^2\rangle=S_z(S_z+1)+N_b-\sum_{i,j}|\langle u_i|d_j\rangle|^2$ with $S_z=(N_a-N_b)/2$. For $N_a\ge N_b$ the excess over $S_z(S_z+1)$ is the spin contamination of a single determinant of pure-spin orbitals. That identity and this consequence, like the counter-example and the value $16/25$ below, are not stated by any theorem in the file.

## Grid, orbitals and operators

In Lean 4 with Mathlib:

```lean
import Mathlib

open Finset ComplexConjugate
open Equiv (Perm)

namespace SpinExchangeUHF

noncomputable section

variable {X ι : Type*} [Fintype X] [Fintype ι] [DecidableEq ι]

local notation "sgn " π:arg => ((Equiv.Perm.sign π : ℤ) : ℂ)
```

`X` is the finite grid. The finite set `ι`, of size $N$, labels both electrons and orbitals. `Perm ι` holds its permutations $\pi$, and `sgn` is the sign.

```lean
/-- Many-electron wave functions of the positions and spins of electrons labelled by `ι`. -/
abbrev Wave (ι X : Type*) := (ι → X) → (ι → Bool) → ℂ
```

`ι → X` assigns a position $x_i$ to each electron, and `ι → Bool` a spin $s_i$. A `Wave` is any complex function $\Psi(x,s)$.

```lean
/-- Overlap of two spatial orbitals on the grid. -/
def overlap (f g : X → ℂ) : ℂ := ∑ x, conj (f x) * g x
```

This is $\langle f|g\rangle=\sum_x \overline{f(x)}\,g(x)$, with unit weight per grid point. For orbitals $\varphi_i$ write $S_{ij}=\langle\varphi_i|\varphi_j\rangle$.

```lean
/-- Spin-orbital `i`: spatial part `φ i`, pure spin `σ i`. -/
def spinOrb (φ : ι → X → ℂ) (σ : ι → Bool) (i : ι) (x : X) (s : Bool) : ℂ :=
  if s = σ i then φ i x else 0
```

Orbital $i$ has a fixed spin $\sigma_i$, so $\chi_i(x,s)=\varphi_i(x)\,\delta_{s\sigma_i}$. Orbitals mixing up and down are not covered.

```lean
/-- The Slater determinant of the spin-orbitals, with prefactor `1/√N!`. -/
def slater (φ : ι → X → ℂ) (σ : ι → Bool) : Wave ι X := fun x s =>
  ((Real.sqrt (Fintype.card ι).factorial : ℝ) : ℂ)⁻¹ *
    (Matrix.of fun i j => spinOrb φ σ i (x j) (s j)).det
```

Rows are orbitals and columns electrons: $\Psi=(N!)^{-1/2}\sum_\pi \operatorname{sgn}\pi\prod_i\chi_{\pi i}(x_i,s_i)$.

```lean
/-- Inner product of many-electron wave functions. -/
def braket (Ψ Φ : Wave ι X) : ℂ := ∑ x, ∑ s, conj (Ψ x s) * Φ x s
```

The inner product sums over all position and spin configurations.

```lean
/-- Permutation of the spin coordinates, positions left in place. -/
def spinPerm (g : Perm ι) (Ψ : Wave ι X) : Wave ι X := fun x s => Ψ x fun i => s (g i)
```

For a permutation $g$, $(P_g\Psi)(x,s)=\Psi(x,s\circ g)$.

```lean
/-- Sum of spin swaps over electron pairs: half the sum over ordered pairs `p ≠ q`. -/
def swapSum (Ψ : Wave ι X) : Wave ι X := fun x s =>
  1 / 2 * ∑ p, ∑ q, if p = q then 0 else spinPerm (Equiv.swap p q) Ψ x s
```

`Equiv.swap p q` is the transposition $(p\,q)$. Ordered pairs count each swap twice, hence the factor $1/2$.

```lean
/-- Spatial orbitals that carry the same spin are orthonormal. -/
def OrthoWithinSpin (φ : ι → X → ℂ) (σ : ι → Bool) : Prop :=
  ∀ i j, σ i = σ j → overlap (φ i) (φ j) = if i = j then 1 else 0
```

$S_{ij}=\delta_{ij}$ whenever $\sigma_i=\sigma_j$. Opposite-spin overlaps are unrestricted.

```lean
/-- Product of the overlaps of `j` with `ρ j` if the spins match through `h`, else zero. -/
def term (φ : ι → X → ℂ) (σ : ι → Bool) (h ρ : Perm ι) : ℂ :=
  if ∀ j, σ (h j) = σ (ρ j) then ∏ j, overlap (φ j) (φ (ρ j)) else 0
```

With $[\cdot]$ equal to $1$ for a true condition and $0$ otherwise, $T(h,\rho)=[\sigma\circ h=\sigma\circ\rho]\prod_j S_{j,\rho j}$.

```lean
/-- Signed sum of the overlap products over all orbital permutations. -/
def kernel (φ : ι → X → ℂ) (σ : ι → Bool) (h : Perm ι) : ℂ := ∑ ρ, sgn ρ * term φ σ h ρ
```

$K(h)=\sum_\rho\operatorname{sgn}\rho\;T(h,\rho)$.

## Expanding both determinants

```lean
/-- The outer and inner pairs of a fourfold finite sum can be exchanged. -/
theorem sum_comm4 {A B C D : Type*} [Fintype A] [Fintype B] [Fintype C] [Fintype D]
    (F : A → B → C → D → ℂ) :
    ∑ a, ∑ b, ∑ c, ∑ d, F a b c d = ∑ c, ∑ d, ∑ a, ∑ b, F a b c d :=
  calc _ = ∑ a, ∑ c, ∑ d, ∑ b, F a b c d := sum_congr rfl fun a _ => by
        rw [sum_comm]; exact sum_congr rfl fun c _ => sum_comm
    _ = _ := by rw [sum_comm]; exact sum_congr rfl fun c _ => sum_comm
```

This lets the sums over $x,s$ move inside sums over permutations or pairs.

```lean
/-- The integral of two spin-orbital products, the second with spins permuted by `g`, is the
product of spatial overlaps if the spins match and zero otherwise. -/
theorem pair_integral (φ : ι → X → ℂ) (σ : ι → Bool) (g : Perm ι) (a b : ι → ι) :
    ∑ x : ι → X, ∑ s : ι → Bool, conj (∏ i, spinOrb φ σ (a i) (x i) (s i)) *
        ∏ i, spinOrb φ σ (b i) (x i) (s (g i)) =
      if ∀ i, σ (a (g i)) = σ (b i) then ∏ i, overlap (φ (a i)) (φ (b i)) else 0 := by
  have hp : ∀ (c : ι → ι) (x : ι → X) (s : ι → Bool), ∏ i, spinOrb φ σ (c i) (x i) (s i) =
      if ∀ i, s i = σ (c i) then ∏ i, φ (c i) (x i) else 0 := by
    intro c x s
    split_ifs with h
    · exact prod_congr rfl fun i _ => if_pos (h i)
    · obtain ⟨i, hi⟩ := not_forall.mp h
      exact prod_eq_zero (mem_univ i) (if_neg hi)
  -- only one spin configuration survives
  have hs : ∀ x : ι → X, ∑ s : ι → Bool, conj (∏ i, spinOrb φ σ (a i) (x i) (s i)) *
      ∏ i, spinOrb φ σ (b i) (x i) (s (g i)) = if ∀ i, σ (a (g i)) = σ (b i) then
        ∏ i, conj (φ (a i) (x i)) * φ (b i) (x i) else 0 := by
    intro x
    rw [sum_eq_single (fun i => σ (a i))]
    · rw [hp a x (fun i => σ (a i)), hp b x (fun i => σ (a (g i)))]
      have h1 : ∀ i, σ (a i) = σ (a i) := fun _ => rfl
      by_cases hc : ∀ i, σ (a (g i)) = σ (b i)
      · rw [if_pos h1, if_pos hc, if_pos hc, map_prod (starRingEnd ℂ), prod_mul_distrib]
      · rw [if_neg hc, if_neg hc, mul_zero]
    · intro s _ hne
      have h : ¬ ∀ i, s i = σ (a i) := fun h => hne (funext h)
      rw [hp a x s, if_neg h, map_zero, zero_mul]
    · intro h; exact absurd (mem_univ _) h
  simp only [hs]
  by_cases hc : ∀ i, σ (a (g i)) = σ (b i)
  · simp only [if_pos hc, overlap]
    rw [prod_univ_sum, Fintype.piFinset_univ]
  · simp only [if_neg hc, sum_const_zero]
```

The maps $a,b$ choose an orbital for each electron. The first product forces $s_i=\sigma_{a i}$, so one spin configuration survives (`sum_eq_single` in `hs`). The second requires $s_{gi}=\sigma_{bi}$, which becomes $\sigma_{a(gi)}=\sigma_{bi}$. The position sum factorises into $\prod_i S_{ai,bi}$ (`prod_univ_sum`).

```lean
/-- The matrix element of a spin permutation `g` in the determinant is the average of the kernel
over all conjugates of `g`. -/
theorem expansion (φ : ι → X → ℂ) (σ : ι → Bool) (g : Perm ι) :
    braket (slater φ σ) (spinPerm g (slater φ σ)) =
      ((Fintype.card ι).factorial : ℂ)⁻¹ * ∑ π : Perm ι, kernel φ σ (π * g * π⁻¹) := by
  have hc : conj (((Real.sqrt (Fintype.card ι).factorial : ℝ) : ℂ)⁻¹) *
      ((Real.sqrt (Fintype.card ι).factorial : ℝ) : ℂ)⁻¹ =
      ((Fintype.card ι).factorial : ℂ)⁻¹ := by
    rw [map_inv₀, Complex.conj_ofReal, ← mul_inv, ← Complex.ofReal_mul,
      Real.mul_self_sqrt (Nat.cast_nonneg _), Complex.ofReal_natCast]
  calc _ = ∑ x : ι → X, ∑ s : ι → Bool, ((Fintype.card ι).factorial : ℂ)⁻¹ *
        ∑ π : Perm ι, ∑ τ : Perm ι, sgn π * sgn τ *
          (conj (∏ i, spinOrb φ σ (π i) (x i) (s i)) *
            ∏ i, spinOrb φ σ (τ i) (x i) (s (g i))) := by
        refine sum_congr rfl fun x _ => sum_congr rfl fun s _ => ?_
        simp only [slater, spinPerm, Matrix.det_apply', Matrix.of_apply, map_mul, map_sum,
          map_intCast]
        rw [mul_mul_mul_comm, hc, sum_mul_sum]
        congr 1
        refine sum_congr rfl fun π _ => sum_congr rfl fun τ _ => ?_
        ring
    _ = ((Fintype.card ι).factorial : ℂ)⁻¹ * ∑ π : Perm ι, ∑ τ : Perm ι, sgn π * sgn τ *
          ∑ x : ι → X, ∑ s : ι → Bool, conj (∏ i, spinOrb φ σ (π i) (x i) (s i)) *
            ∏ i, spinOrb φ σ (τ i) (x i) (s (g i)) := by
        simp only [← mul_sum]
        congr 1
        rw [sum_comm4]
        simp only [mul_sum]
    _ = _ := by
        congr 1
        refine sum_congr rfl fun π _ => ?_
        unfold kernel term
        -- substitute τ = ρ π
        refine (Fintype.sum_equiv (Equiv.mulRight π) _ _ fun ρ => ?_).symm
        simp only [Equiv.coe_mulRight]
        have hs : sgn π * sgn (ρ * π) = sgn ρ := by
          rw [← Int.cast_mul, ← Units.val_mul, Equiv.Perm.sign_mul,
            mul_comm (Equiv.Perm.sign ρ), ← mul_assoc, Int.units_mul_self, one_mul]
        rw [pair_integral φ σ g π (ρ * π : Perm ι), hs]
        refine congrArg _ (if_congr ⟨fun h i => ?_, fun h j => ?_⟩ ?_ rfl)
        · simpa using h (π i)
        · simpa using h (π⁻¹ j)
        · exact (Equiv.prod_comp π fun j => overlap (φ j) (φ (ρ j))).symm
```

The statement is $\langle\Psi|P_g\Psi\rangle=\frac1{N!}\sum_\pi K(\pi g\pi^{-1})$, with no orthonormality assumed. Expanding bra over $\pi$ and ket over $\tau$ gives

$$\frac1{N!}\sum_{\pi,\tau}\operatorname{sgn}\pi\,\operatorname{sgn}\tau\;[\sigma\circ\pi g=\sigma\circ\tau]\prod_i S_{\pi i,\tau i}.$$

Put $\tau=\rho\pi$ (`Equiv.mulRight π`). The signs multiply to $\operatorname{sgn}\rho$ (`hs`). Relabelling $j=\pi i$ turns the condition into $\sigma\circ\pi g\pi^{-1}=\sigma\circ\rho$ and the product into $\prod_j S_{j,\rho j}$.

## Evaluating the kernel

```lean
variable {φ : ι → X → ℂ} {σ : ι → Bool}

/-- For orbitals orthonormal within each spin, a term vanishes if `ρ` moves an orbital that `h`
leaves fixed. -/
theorem term_zero (ho : OrthoWithinSpin φ σ) (h ρ : Perm ι) (j : ι) (hj : h j = j)
    (hρ : ρ j ≠ j) : term φ σ h ρ = 0 := by
  unfold term
  split_ifs with hc
  · refine prod_eq_zero (mem_univ j) ?_
    rw [ho j (ρ j) (by rw [← hc j, hj]), if_neg hρ.symm]
  · rfl
```

If $hj=j$ and the spins match, then $\sigma_j=\sigma_{\rho j}$. For $\rho j\ne j$ orthonormality gives $S_{j,\rho j}=0$.

```lean
/-- For orbitals orthonormal within each spin, the determinant has norm one. -/
theorem slater_normalised (ho : OrthoWithinSpin φ σ) : braket (slater φ σ) (slater φ σ) = 1 := by
  have hd : ∀ j, overlap (φ j) (φ j) = 1 := fun j => by rw [ho j j rfl, if_pos rfl]
  have hk : kernel φ σ 1 = 1 := by
    unfold kernel
    rw [sum_eq_single 1]
    · simp [term, hd]
    · intro ρ _ hρ
      obtain ⟨j, hj⟩ : ∃ j, ¬ ρ j = j := not_forall.mp fun hc => hρ (Equiv.ext hc)
      rw [term_zero ho 1 ρ j rfl hj, mul_zero]
    · intro h; exact absurd (mem_univ _) h
  have h := expansion φ σ 1
  simp only [mul_one, mul_inv_cancel, hk, sum_const, card_univ, Fintype.card_perm,
    nsmul_eq_mul] at h
  rw [inv_mul_cancel₀ (Nat.cast_ne_zero.mpr (Nat.factorial_ne_zero _))] at h
  exact h
```

The identity fixes every $j$, so only $\rho=1$ survives and $K(1)=1$ (`hk`). All $N!$ conjugates equal the identity, giving $\langle\Psi|\Psi\rangle=N!/N!=1$.

```lean
/-- For orbitals orthonormal within each spin, the kernel of a transposition is a direct term (one
for equal spins) minus the exchange term `S_ab S_ba`. -/
theorem kernel_swap (ho : OrthoWithinSpin φ σ) {a b : ι} (hab : a ≠ b) :
    kernel φ σ (Equiv.swap a b) =
      (if σ a = σ b then 1 else 0) - overlap (φ a) (φ b) * overlap (φ b) (φ a) := by
  have hd : ∀ j, overlap (φ j) (φ j) = 1 := fun j => by rw [ho j j rfl, if_pos rfl]
  have hne : (1 : Perm ι) ≠ Equiv.swap a b := fun h => hab (by simpa using Equiv.congr_fun h a)
  -- only the identity and the transposition fix all other orbitals
  have hz : ∀ ρ ∈ (univ : Finset (Perm ι)), ρ ≠ 1 ∧ ρ ≠ Equiv.swap a b →
      sgn ρ * term φ σ (Equiv.swap a b) ρ = 0 := by
    rintro ρ _ ⟨h1, h2⟩
    by_contra hn
    have hfix : ∀ j, j ≠ a → j ≠ b → ρ j = j := fun j ja jb => by
      by_contra hj
      exact hn (by rw [term_zero ho _ ρ j (Equiv.swap_apply_of_ne_of_ne ja jb) hj, mul_zero])
    have hin : ∀ c, ρ c ≠ c → ρ c = a ∨ ρ c = b := fun c hc => by
      by_contra hm
      rw [not_or] at hm
      exact hc (ρ.injective (hfix _ hm.1 hm.2))
    by_cases ha : ρ a = a
    · have hb : ρ b = b := by
        by_contra hb
        rcases hin b hb with h | h
        exacts [hab (ρ.injective (ha.trans h.symm)), hb h]
      refine h1 (Equiv.ext fun j => ?_)
      by_cases ja : j = a
      · rw [ja]; exact ha
      by_cases jb : j = b
      · rw [jb]; exact hb
      exact hfix j ja jb
    · have ha' := (hin a ha).resolve_left ha
      have hb : ρ b ≠ b := fun h => hab (ρ.injective (ha'.trans h.symm))
      have hb' := (hin b hb).resolve_right hb
      refine h2 (Equiv.ext fun j => ?_)
      by_cases ja : j = a
      · rw [ja, ha', Equiv.swap_apply_left]
      by_cases jb : j = b
      · rw [jb, hb', Equiv.swap_apply_right]
      rw [hfix j ja jb, Equiv.swap_apply_of_ne_of_ne ja jb]
  have t1 : term φ σ (Equiv.swap a b) 1 = if σ a = σ b then 1 else 0 := by
    unfold term
    refine if_congr ⟨fun h => by simpa using h b, fun h j => ?_⟩ (by simp [hd]) rfl
    rw [Equiv.Perm.one_apply, Equiv.swap_apply_def]
    split_ifs with h1 h2
    · rw [h1, h]
    · rw [h2, h]
    · rfl
  have t2 : term φ σ (Equiv.swap a b) (Equiv.swap a b) =
      overlap (φ a) (φ b) * overlap (φ b) (φ a) := by
    have h : ∀ j, σ (Equiv.swap a b j) = σ (Equiv.swap a b j) := fun _ => rfl
    unfold term
    rw [if_pos h, prod_eq_mul_of_mem a b (mem_univ _) (mem_univ _) hab]
    · simp
    · intro c _ hc
      rw [Equiv.swap_apply_of_ne_of_ne hc.1 hc.2, hd]
  unfold kernel
  rw [sum_eq_add_of_mem 1 (Equiv.swap a b) (mem_univ _) (mem_univ _) hne hz, t1, t2,
    Equiv.Perm.sign_swap hab]
  simp [sub_eq_add_neg]
```

For $h=(a\,b)$ with $a\ne b$, a surviving $\rho$ fixes every other orbital (`hfix`), so it is $1$ or $(a\,b)$ (`hz`). For $\rho=1$ the condition reads $\sigma_a=\sigma_b$ and the product is $1$ (`t1`). For $\rho=(a\,b)$ the condition always holds, the product is $S_{ab}S_{ba}$ (`t2`) and the sign is $-1$. Hence $K=[\sigma_a=\sigma_b]-S_{ab}S_{ba}$.

```lean
/-- For orbitals orthonormal within each spin, the expectation of the summed spin swaps is half the
sum, over ordered pairs of distinct orbitals, of the direct term minus the exchange term. -/
theorem swapSum_orbital_pairs (ho : OrthoWithinSpin φ σ) :
    braket (slater φ σ) (swapSum (slater φ σ)) = 1 / 2 * ∑ a, ∑ b, if a = b then 0 else
      (if σ a = σ b then 1 else 0) - overlap (φ a) (φ b) * overlap (φ b) (φ a) := by
  have hlin : ∀ Ψ : Wave ι X, braket Ψ (swapSum Ψ) = 1 / 2 * ∑ p, ∑ q,
      if p = q then 0 else braket Ψ (spinPerm (Equiv.swap p q) Ψ) := by
    intro Ψ
    simp only [braket, swapSum, mul_sum]
    rw [sum_comm4]
    refine sum_congr rfl fun p _ => sum_congr rfl fun q _ => ?_
    by_cases h : p = q
    · simp [h]
    · simp only [if_neg h, mul_sum]
      exact sum_congr rfl fun x _ => sum_congr rfl fun s _ => by ring
  obtain ⟨G, hG⟩ : ∃ G : ι → ι → ℂ, ∀ a b, G a b = if a = b then 0 else
      (if σ a = σ b then 1 else 0) - overlap (φ a) (φ b) * overlap (φ b) (φ a) :=
    ⟨_, fun _ _ => rfl⟩
  have h1 : ∀ p q, (if p = q then 0 else
      braket (slater φ σ) (spinPerm (Equiv.swap p q) (slater φ σ))) =
      ((Fintype.card ι).factorial : ℂ)⁻¹ * ∑ π : Perm ι, G (π p) (π q) := by
    intro p q
    by_cases h : p = q
    · simp [hG, h]
    · rw [if_neg h, expansion]
      refine congrArg _ (sum_congr rfl fun π _ => ?_)
      rw [← Equiv.swap_apply_apply π p q, kernel_swap ho (π.injective.ne h), hG,
        if_neg (π.injective.ne h)]
  rw [hlin]
  refine congrArg _ ?_
  calc _ = ((Fintype.card ι).factorial : ℂ)⁻¹ * ∑ π : Perm ι, ∑ p, ∑ q, G (π p) (π q) := by
        simp only [h1, ← mul_sum]
        refine congrArg _ (Eq.symm ?_)
        rw [sum_comm]
        exact sum_congr rfl fun p _ => sum_comm
    _ = ((Fintype.card ι).factorial : ℂ)⁻¹ * ∑ _π : Perm ι, ∑ a, ∑ b, G a b := by
        refine congrArg _ (sum_congr rfl fun π _ => ?_)
        rw [← Equiv.sum_comp π fun a => ∑ b, G a b]
        exact sum_congr rfl fun p _ => Equiv.sum_comp π (G (π p))
    _ = ∑ a, ∑ b, G a b := by
        rw [sum_const, card_univ, Fintype.card_perm, nsmul_eq_mul, ← mul_assoc,
          inv_mul_cancel₀ (Nat.cast_ne_zero.mpr (Nat.factorial_ne_zero _)), one_mul]
    _ = _ := by simp only [hG]
```

Let $G_{ab}=[\sigma_a=\sigma_b]-S_{ab}S_{ba}$ for $a\neq b$ and $G_{aa}=0$. Since $\pi(p\,q)\pi^{-1}=(\pi p\;\pi q)$, each electron pair contributes $\frac1{N!}\sum_\pi G_{\pi p,\pi q}$ (`h1`). Summing over $p,q$ first gives $\sum_{a,b}G_{ab}$ for every $\pi$, and the $N!$ equal copies cancel the prefactor, leaving $\frac12\sum_{a,b}G_{ab}$.

## Splitting into spin blocks

```lean
/-- For orthonormal spin-up orbitals `up` and orthonormal spin-down orbitals `dn` the determinant
is normalised, and the summed spin swaps have expectation
`Na(Na-1)/2 + Nb(Nb-1)/2 - ∑ |⟨up i, dn j⟩|²`. -/
theorem swapSum_expectation {Na Nb : ℕ} (up : Fin Na → X → ℂ) (dn : Fin Nb → X → ℂ)
    (hup : ∀ i j, overlap (up i) (up j) = if i = j then 1 else 0)
    (hdn : ∀ i j, overlap (dn i) (dn j) = if i = j then 1 else 0) :
    braket (slater (Sum.elim up dn) Sum.isLeft) (slater (Sum.elim up dn) Sum.isLeft) = 1 ∧
    braket (slater (Sum.elim up dn) Sum.isLeft) (swapSum (slater (Sum.elim up dn) Sum.isLeft)) =
      (((Na : ℝ) * (Na - 1) / 2 + (Nb : ℝ) * (Nb - 1) / 2 -
        ∑ i, ∑ j, ‖overlap (up i) (dn j)‖ ^ 2 : ℝ) : ℂ) := by
  have ho : OrthoWithinSpin (Sum.elim up dn) Sum.isLeft := by
    rintro (i | i) (j | j) h
    · simpa using hup i j
    · simp at h
    · simp at h
    · simpa using hdn i j
  have hblock : ∀ (n : ℕ) (f : Fin n → X → ℂ),
      (∀ i j, overlap (f i) (f j) = if i = j then 1 else 0) →
      ∑ i, ∑ j, (if i = j then 0 else 1 - overlap (f i) (f j) * overlap (f j) (f i)) =
        (n : ℂ) * (n - 1) := by
    intro n f hf
    have h : ∀ i j, (if i = j then 0 else 1 - overlap (f i) (f j) * overlap (f j) (f i)) =
        (1 : ℂ) - if i = j then 1 else 0 := fun i j => by
      by_cases h : i = j <;> simp [h, hf]
    simp [h, sum_sub_distrib]
    ring
  have hx : ∀ i j, overlap (up i) (dn j) * overlap (dn j) (up i) =
      ((‖overlap (up i) (dn j)‖ ^ 2 : ℝ) : ℂ) := fun i j => by
    have hc : overlap (dn j) (up i) = conj (overlap (up i) (dn j)) := by
      simp [overlap, mul_comm]
    rw [hc, Complex.mul_conj, Complex.normSq_eq_norm_sq]
  have hx' : ∀ i j, overlap (dn j) (up i) * overlap (up i) (dn j) =
      ((‖overlap (up i) (dn j)‖ ^ 2 : ℝ) : ℂ) := fun i j => by rw [mul_comm, hx]
  have hs : ∑ j, ∑ i, ((‖overlap (up i) (dn j)‖ ^ 2 : ℝ) : ℂ) =
      ∑ i, ∑ j, ((‖overlap (up i) (dn j)‖ ^ 2 : ℝ) : ℂ) := sum_comm
  refine ⟨slater_normalised ho, ?_⟩
  rw [swapSum_orbital_pairs ho]
  -- split into up-up, up-down, down-up and down-down blocks
  simp only [Fintype.sum_sum_type, sum_add_distrib, Sum.elim_inl, Sum.elim_inr, Sum.isLeft_inl,
    Sum.isLeft_inr, Sum.inl.injEq, Sum.inr.injEq, reduceCtorEq, if_true, if_false, zero_sub,
    sum_neg_distrib, hx, hx']
  rw [hblock _ up hup, hblock _ dn hdn, hs]
  push_cast
  ring
```

`up` and `dn` are $u_i$ and $d_j$, indexed from $0$. `Sum.elim up dn` joins them into one list, and `Sum.isLeft` gives spin `true` to the up orbitals. The hypotheses `hup` and `hdn` assume orthonormality within each spin. No Hamiltonian or self-consistency condition enters, so the orbitals need not solve the Hartree–Fock equations. The conclusion joins $\langle\Psi|\Psi\rangle=1$ to the opening formula. Either of `Na` and `Nb` may be zero.

In a same-spin block of size $n$ the off-diagonal overlaps vanish, and the $n(n-1)$ ordered pairs give $1$ each (`hblock`). In a mixed block each entry is $-\langle u_i|d_j\rangle\langle d_j|u_i\rangle=-|\langle u_i|d_j\rangle|^2$ (`hx`). The two mixed blocks are equal (`hs`), and halving the total yields the formula.

Without orthogonality in `hup` the statement fails. Take $N_a=2$, $N_b=0$ and $u_0=u_1$ normalised. The determinant has two equal rows, so $\Psi=0$. Norm and swap expectation are both $0$, where the formulas would give $1$ and $1$.

## Three electrons on three grid points

```lean
/-- Two spin-up orbitals on three grid points. -/
def upEx : Fin 2 → Fin 3 → ℂ := ![![1, 0, 0], ![0, 1, 0]]
```

$u_0=(1,0,0)$ and $u_1=(0,1,0)$.

```lean
/-- One spin-down orbital on three grid points. -/
def dnEx : Fin 1 → Fin 3 → ℂ := ![![3 / 5, 0, 4 / 5]]
```

$d_0=(3/5,\,0,\,4/5)$, of unit norm.

```lean
/-- The sets `upEx` and `dnEx` are each orthonormal and have an up-down overlap `3/5`. -/
theorem swapSum_expectation_witness :
    (∀ i j, overlap (upEx i) (upEx j) = if i = j then 1 else 0) ∧
    (∀ i j, overlap (dnEx i) (dnEx j) = if i = j then 1 else 0) ∧
    overlap (upEx 0) (dnEx 0) = 3 / 5 := by
  refine ⟨fun i j => ?_, fun i j => ?_, ?_⟩
  · fin_cases i <;> fin_cases j <;> simp [overlap, upEx, Fin.sum_univ_succ]
  · fin_cases i
    fin_cases j
    simp [overlap, dnEx, Fin.sum_univ_succ, map_ofNat]
    norm_num
  · simp [overlap, upEx, dnEx, Fin.sum_univ_succ]

end

end SpinExchangeUHF
```

These orbitals satisfy `hup` and `hdn`, with $\langle u_0|d_0\rangle=3/5$; `fin_cases` runs through the index pairs. As $\langle u_1|d_0\rangle=0$ by inspection, the formula evaluates to $1+0-9/25=16/25$.

```lean
#print axioms SpinExchangeUHF.swapSum_expectation
```

```
'SpinExchangeUHF.swapSum_expectation' depends on axioms: [propext, Classical.choice, Quot.sound]
```
